# Origin independence of the leading multipole moment of charges on a line

A linear molecule, or a finite chain of ions, is modelled by point charges \(q_i\) at positions \(x_i\) on an axis. Choose a point \(a\) on the axis as origin. At a field point \(z\) on the axis with \(z-a>|x_i-a|\) for every \(i\), the geometric series \(1/(z-x_i)=\sum_k (x_i-a)^k/(z-a)^{k+1}\) turns the Coulomb potential into
\[
\phi(z)=\frac{1}{4\pi\varepsilon_0}\sum_{k\ge 0}\frac{M_k(a)}{(z-a)^{k+1}},\qquad M_k(a)=\sum_i q_i\,(x_i-a)^k ,
\]
with \(\varepsilon_0\) the vacuum permittivity. The potential does not depend on \(a\), but the coefficients \(M_k(a)\) may. The question is which moments belong to the charges alone and which depend on the choice of origin. It arises whenever a dipole moment is reported for a molecule or an ion, and for the cell dipole that enters the surface term of an Ewald sum; here it is answered for finitely many point charges, one coordinate, and a rigid shift of the origin, which is different from moving individual charges to other periodic images.

## Set-up

```lean
import Mathlib

open Finset Polynomial

namespace MultipoleOrigin

variable {ι : Type*}
```

The charges are labelled by \(i\) in a finite set \(s\), in Lean `s : Finset ι`. Charges `q`, positions `x` and the origin `a` all take values in one commutative ring \(R\), so units have been stripped off; \(R=\mathbb{R}\) is the physical case. The moment \(M_k(a)\) is `moment s q x a k`. Every zeroth power equals \(1\), so \(M_0(a)=\sum_i q_i\) is the total charge, including a charge that sits at the origin. \(M_1\) is the dipole moment and \(M_2\) the second moment, with no factor \(1/k!\) or other normalisation. For empty \(s\) all moments are zero.

```lean
/-- The moment of order `k` about the origin `a` of charges `q i` at positions `x i` on a line,
`∑ i, q i (x i - a)^k`. -/
def moment {R : Type*} [CommRing R] (s : Finset ι) (q x : ι → R) (a : R) (k : ℕ) : R :=
  ∑ i ∈ s, q i * (x i - a) ^ k
```

For a natural number \(m\), the statement that \(M_k(a)=0\) for all \(k<m\) is `LowerMomentsVanish s q x a m`. For \(m=0\) it demands nothing, for \(m=1\) it is neutrality, and for \(m=2\) it is neutrality together with zero dipole about \(a\).

```lean
/-- All moments about the origin `a` of order below `m` vanish. -/
def LowerMomentsVanish {R : Type*} [CommRing R] (s : Finset ι) (q x : ι → R) (a : R)
    (m : ℕ) : Prop :=
  ∀ k < m, moment s q x a k = 0
```

The formal statements concern these finite sums only. The potential, the convergence of its expansion, continuous charge densities and traceless multipole tensors in three dimensions do not appear in them.

## (a) The translation formula

*Task.* Express the moment of order \(n\) about \(a\) through the moments about \(0\).

*Solution.* For each charge the binomial theorem gives
\[
(x_i-a)^n=\bigl(x_i+(-a)\bigr)^n=\sum_{k=0}^{n}\binom{n}{k}\,x_i^{\,k}\,(-a)^{n-k}.
\]
Multiply by \(q_i\), sum over \(i\), and exchange the two finite sums:
\[
M_n(a)=\sum_{k=0}^{n}\binom{n}{k}(-a)^{n-k}\sum_{i\in s}q_i x_i^{\,k}=\sum_{k=0}^{n}\binom{n}{k}(-a)^{n-k}M_k(0).
\]
A moment about the new origin involves only old moments of the same or lower order.

*In Lean.* `moment_shift` states this for any commutative ring, with \(k\) running over `range (n + 1)`, that is \(0,\dots,n\), and the binomial coefficient `n.choose k` mapped into \(R\). The proof starts from the right-hand side: `Finset.mul_sum` moves the prefactors inside the sum over charges, and `Finset.sum_comm` exchanges the sums so that both sides are sums over \(i\). For a single charge, `add_pow` is the binomial theorem and `ring` reorders the factors of each term.

```lean
/-- Translation formula: the moment of order `n` about `a` is the binomial combination
`∑ k ≤ n, C(n,k) (-a)^(n-k) M_k` of the moments `M_k` about `0`. -/
theorem moment_shift {R : Type*} [CommRing R] (s : Finset ι) (q x : ι → R) (a : R) (n : ℕ) :
    moment s q x a n
      = ∑ k ∈ range (n + 1), (n.choose k : R) * (-a) ^ (n - k) * moment s q x 0 k := by
  unfold moment
  simp only [sub_zero, Finset.mul_sum]
  rw [Finset.sum_comm]
  refine Finset.sum_congr rfl fun i _ => ?_
  -- binomial theorem for each charge
  rw [sub_eq_add_neg, add_pow, Finset.mul_sum]
  refine Finset.sum_congr rfl fun k _ => ?_
  ring
```

## (b) The leading moment does not depend on the origin

*Task.* Suppose \(M_k(0)=0\) for all \(k<m\). Show that for every \(a\) the moments \(M_k(a)\) with \(k<m\) vanish and that \(M_m(a)=M_m(0)\).

*Solution.* Take \(k<m\). By (a), \(M_k(a)=\sum_{j=0}^{k}\binom{k}{j}(-a)^{k-j}M_j(0)\). Every \(j\) in the sum satisfies \(j\le k<m\), so every term contains a vanishing factor and \(M_k(a)=0\). For order \(m\), split off the top term:
\[
M_m(a)=\sum_{j=0}^{m-1}\binom{m}{j}(-a)^{m-j}M_j(0)+\binom{m}{m}(-a)^0M_m(0)=0+M_m(0).
\]
For \(m=0\) this says that the total charge is the same about every origin; for \(m=1\), that a neutral system has an origin-independent dipole moment. The value \(M_m(0)\) is allowed to be zero.

Without the hypothesis the result fails already for one charge: \(q=1\) at \(x=0\) has \(M_0=1\) and \(M_1(a)=-a\), which takes a different value for each origin. This counter-example, the three-charge example in (d) and the counter-examples in (e) are arithmetic on paper and were not put through Lean.

*In Lean.* `leading_moment_origin_independent` takes the hypothesis `h` about origin \(0\) and an arbitrary `a`, and concludes both claims as a conjunction. In the first half `Finset.sum_eq_zero` kills the sum term by term, with `omega` deriving \(j<m\) from \(j<k+1\) and \(k<m\). In the second half `hz` is the vanishing of the terms \(j<m\), `Finset.sum_range_succ` splits off \(j=m\), and `simp` evaluates \(\binom{m}{m}(-a)^0=1\).

```lean
/-- If the moments about `0` of order below `m` vanish, then about any origin `a` they still
vanish, and the moment of order `m` about `a` equals the one about `0`. -/
theorem leading_moment_origin_independent {R : Type*} [CommRing R] (s : Finset ι)
    (q x : ι → R) (m : ℕ) (h : LowerMomentsVanish s q x 0 m) (a : R) :
    LowerMomentsVanish s q x a m ∧ moment s q x a m = moment s q x 0 m := by
  constructor
  · intro k hk
    rw [moment_shift]
    refine Finset.sum_eq_zero fun j hj => ?_
    have hj' := Finset.mem_range.mp hj
    rw [h j (by omega), mul_zero]
  · -- only the top term of the translation formula survives
    have hz : ∑ j ∈ range m, (m.choose j : R) * (-a) ^ (m - j) * moment s q x 0 j = 0 :=
      Finset.sum_eq_zero fun j hj => by rw [h j (Finset.mem_range.mp hj), mul_zero]
    rw [moment_shift s q x a m, Finset.sum_range_succ, hz]
    simp
```

## (c) The next moment is linear in the shift

*Task.* Under the same hypothesis, find \(M_{m+1}(a)\).

*Solution.* Apply (a) with \(n=m+1\). The terms \(j<m\) vanish, and \(j=m\) and \(j=m+1\) remain:
\[
M_{m+1}(a)=\binom{m+1}{m}(-a)^{1}M_m(0)+\binom{m+1}{m+1}(-a)^0M_{m+1}(0)=M_{m+1}(0)-(m+1)\,a\,M_m(0).
\]
For \(m=0\) this reads \(M_1(a)=M_1(0)-aM_0(0)\): the dipole moment of an ion shifts by minus the total charge times the displacement. For \(m=1\) it reads \(M_2(a)=M_2(0)-2aM_1(0)\), the origin dependence of the second moment of a neutral polar system.

*In Lean.* `next_moment_shift` holds in any commutative ring, with \(m+1\) written `(m : R) + 1`. Two uses of `Finset.sum_range_succ` split off the two top terms and `hz` removes the rest. `Nat.choose_succ_self_right` gives \(\binom{m+1}{m}=m+1\), `Nat.choose_self` gives \(\binom{m+1}{m+1}=1\), and `h1` and `Nat.sub_self` fix the exponents \(1\) and \(0\).

```lean
/-- If the moments about `0` of order below `m` vanish, moving the origin to `a` changes the
moment of order `m + 1` by `-(m + 1) a M_m`. -/
theorem next_moment_shift {R : Type*} [CommRing R] (s : Finset ι) (q x : ι → R) (m : ℕ)
    (h : LowerMomentsVanish s q x 0 m) (a : R) :
    moment s q x a (m + 1)
      = moment s q x 0 (m + 1) - ((m : R) + 1) * a * moment s q x 0 m := by
  have hz : ∑ j ∈ range m,
      ((m + 1).choose j : R) * (-a) ^ (m + 1 - j) * moment s q x 0 j = 0 :=
    Finset.sum_eq_zero fun j hj => by rw [h j (Finset.mem_range.mp hj), mul_zero]
  have h1 : m + 1 - m = 1 := by omega
  -- the two highest terms survive
  rw [moment_shift s q x a (m + 1), Finset.sum_range_succ, Finset.sum_range_succ, hz, h1,
    Nat.choose_succ_self_right, Nat.choose_self, Nat.sub_self]
  push_cast
  ring
```

## (d) The origin that removes the next moment

*Task.* Let charges and positions lie in a field \(K\) of characteristic zero, meaning that no positive integer equals zero in \(K\). Suppose \(M_k(0)=0\) for \(k<m\) and \(M_m(0)\neq0\). Find all \(a\) with \(M_{m+1}(a)=0\).

*Solution.* By (c) the condition is \((m+1)\,a\,M_m(0)=M_{m+1}(0)\). In characteristic zero \(m+1\neq0\), and \(M_m(0)\neq0\) by assumption, so their product is invertible in \(K\) and the condition is equivalent to
\[
a=\frac{M_{m+1}(0)}{(m+1)\,M_m(0)} .
\]
Exactly one origin has the property. For \(m=0\) it is the centre of charge \(\sum_i q_ix_i/\sum_i q_i\).

As a numerical instance take charges \(+1,-2,+1\) at \(x=0,1,2\). Then \(M_0(0)=0\), \(M_1(0)=-2+2=0\), \(M_2(0)=-2+4=2\) and \(M_3(0)=-2+8=6\), so \(m=2\). Part (c) gives \(M_3(a)=6-6a\), and the formula gives \(a=6/(3\cdot2)=1\). About \(a=1\) the positions are \(-1,0,1\), so \(M_2(1)=1+1=2\), unchanged as (b) requires, and \(M_3(1)=-1+1=0\).

If \(M_m(0)=0\), then \(M_{m+1}(a)\) is the same for all \(a\) and no single origin is selected. Charges \(+1\) at \(3\) and \(-1\) at \(1\), taken with \(m=0\), have \(M_1(a)=2\) everywhere; since Lean sets \(2/0=0\), the equivalence would then be false at \(a=0\).

*In Lean.* `next_moment_eq_zero_iff` carries the assumptions `Field K`, `CharZero K`, `h` and `hm`, and states the equivalence for each `a`. The step `hne` shows that the denominator is non-zero, `eq_div_iff hne` clears it, and after substituting (c) the two sides are the same linear equation up to an overall sign, which `linear_combination -h0` confirms in each direction.

```lean
/-- Over a field of characteristic zero, if `M_m` is the first non-vanishing moment about `0`,
the moment of order `m + 1` about `a` vanishes exactly for `a = M_(m+1) / ((m + 1) M_m)`. -/
theorem next_moment_eq_zero_iff {K : Type*} [Field K] [CharZero K] (s : Finset ι)
    (q x : ι → K) (m : ℕ) (h : LowerMomentsVanish s q x 0 m) (hm : moment s q x 0 m ≠ 0)
    (a : K) :
    moment s q x a (m + 1) = 0
      ↔ a = moment s q x 0 (m + 1) / (((m : K) + 1) * moment s q x 0 m) := by
  have hne : ((m : K) + 1) * moment s q x 0 m ≠ 0 :=
    mul_ne_zero (Nat.cast_add_one_ne_zero m) hm
  rw [next_moment_shift s q x m h a, eq_div_iff hne]
  constructor
  · intro h0
    linear_combination -h0
  · intro h0
    linear_combination -h0
```

## (e) The converse

*Task.* Let \(R\) be an integral domain (a product vanishes only if a factor does) of characteristic zero, such as \(\mathbb{Z},\mathbb{Q},\mathbb{R}\) or \(\mathbb{C}\). Suppose \(M_m(a)=M_m(0)\) for all \(a\in R\). Show that \(M_k(0)=0\) for all \(k<m\).

*Solution.* Define the polynomial \(P(t)=\sum_i q_i\,(t+x_i)^m\). At any \(t\in R\) its value is \(M_m(-t)\), which equals \(M_m(0)\) by assumption. The ring \(R\) contains the distinct elements \(0,1,2,\dots\) and is therefore infinite, and over a domain a non-zero polynomial has finitely many roots. Hence \(P\) equals the constant polynomial \(M_m(0)\) coefficient by coefficient. Fix \(k<m\). The coefficient of \(t^{m-k}\) in \((t+x_i)^m\) is \(\binom{m}{m-k}x_i^{\,k}\), so the coefficient in \(P\) is \(\binom{m}{m-k}M_k(0)\). As \(m-k\ge1\), the constant polynomial has coefficient zero there:
\[
M_k(0)\,\binom{m}{m-k}=0 .
\]
The binomial coefficient is a positive integer, non-zero in \(R\), and in a domain the other factor must vanish. For \(m=0\) there is nothing to show.

In characteristic two the claim fails. Over the field \(\mathbb{F}_2=\{0,1\}\) put charges \(1,1\) at \(x=1\) and \(x=0\), with \(m=2\). Then \(M_0=1+1=0\) and \(M_2(a)=M_2(0)-2aM_1(0)=1\) for both values of \(a\), yet \(M_1(0)=1\neq0\). Placing the same example in the second factor of \(\mathbb{Z}\times\mathbb{F}_2\), with first components of the charges zero, gives a ring of characteristic zero with zero divisors in which the claim also fails.

*In Lean.* `lower_vanish_of_origin_independent` assumes `IsDomain R` and `CharZero R`, and its hypothesis `h` ranges over every shift in \(R\). The variable \(t\) is the indeterminate `X`, and `C` embeds a ring element as a constant polynomial. Injectivity of `Nat.cast` gives `Infinite R`. The statement `hP` is the identity \(P=M_m(0)\), obtained from `Polynomial.funext`, which turns agreement at all points into equality of polynomials, with `h (-t)` supplying the values. In `hc` the coefficient of degree `m - k` is taken on both sides, `Polynomial.coeff_X_add_C_pow` evaluates it for each charge, and `hne` makes the right side zero. Then `hprod` is the displayed equation, `hch` the non-vanishing of the binomial coefficient, and `mul_eq_zero` concludes.

```lean
/-- Over an integral domain of characteristic zero, if the moment of order `m` is the same
about every origin, then all moments about `0` of order below `m` vanish. -/
theorem lower_vanish_of_origin_independent {R : Type*} [CommRing R] [IsDomain R] [CharZero R]
    (s : Finset ι) (q x : ι → R) (m : ℕ)
    (h : ∀ a, moment s q x a m = moment s q x 0 m) : LowerMomentsVanish s q x 0 m := by
  have : Infinite R := Infinite.of_injective (Nat.cast : ℕ → R) Nat.cast_injective
  -- the moment as a polynomial in the shift is constant
  have hP : (∑ i ∈ s, C (q i) * (X + C (x i)) ^ m : R[X]) = C (moment s q x 0 m) := by
    apply Polynomial.funext
    intro t
    rw [eval_C, ← h (-t), Polynomial.eval_finsetSum, moment]
    refine Finset.sum_congr rfl fun i _ => ?_
    simp only [eval_mul, eval_C, eval_pow, eval_add, eval_X]
    rw [sub_neg_eq_add, add_comm]
  intro k hk
  -- read off the coefficient of degree m - k ≥ 1
  have hc := congrArg (fun p : R[X] => p.coeff (m - k)) hP
  have hne : m - k ≠ 0 := by omega
  have hsub : m - (m - k) = k := by omega
  simp only [Polynomial.finsetSum_coeff, Polynomial.coeff_C_mul,
    Polynomial.coeff_X_add_C_pow, Polynomial.coeff_C, if_neg hne, hsub] at hc
  have hprod : moment s q x 0 k * (m.choose (m - k) : R) = 0 := by
    refine Eq.trans ?_ hc
    rw [moment, Finset.sum_mul]
    refine Finset.sum_congr rfl fun i _ => ?_
    rw [sub_zero, mul_assoc]
  have hch : (m.choose (m - k) : R) ≠ 0 :=
    Nat.cast_ne_zero.mpr (Nat.choose_pos (Nat.sub_le m k)).ne'
  exact (mul_eq_zero.mp hprod).resolve_right hch
```

## (f) The equivalence

*Task.* Over an integral domain of characteristic zero, characterise the orders \(m\) for which \(M_m\) is independent of the origin.

*Solution.* \(M_m(a)=M_m(0)\) for all \(a\) holds if and only if \(M_k(0)=0\) for all \(k<m\). The direction from independence to vanishing is (e), and the other direction is the second claim of (b). Consequently, if \(m_0\) is the lowest order with \(M_{m_0}(0)\neq0\), the moments up to order \(m_0\) are independent of the origin and every higher one changes for some shift. For real charges on a line, the dipole moment is origin-independent exactly when the system is neutral.

*In Lean.* `origin_independent_iff` pairs the two implications, the `.2` selecting the second component of the conjunction in (b).

```lean
/-- Over an integral domain of characteristic zero, the moment of order `m` is independent of
the origin if and only if all moments about `0` of order below `m` vanish. -/
theorem origin_independent_iff {R : Type*} [CommRing R] [IsDomain R] [CharZero R]
    (s : Finset ι) (q x : ι → R) (m : ℕ) :
    (∀ a, moment s q x a m = moment s q x 0 m) ↔ LowerMomentsVanish s q x 0 m :=
  ⟨lower_vanish_of_origin_independent s q x m,
    fun h a => (leading_moment_origin_independent s q x m h a).2⟩
```

## (g) A two-charge dipole

*Task.* For charges \(q_0=+1\) at \(x_0=3\) and \(q_1=-1\) at \(x_1=1\), with integer values throughout, compute the total charge, \(M_1(a)\) and \(M_2(a)\).

*Solution.* The total charge is \(1-1=0\), so the hypothesis of (b) holds with \(m=1\). Directly,
\[
M_1(a)=(3-a)-(1-a)=2,
\]
\[
M_2(a)=(3-a)^2-(1-a)^2=(9-6a+a^2)-(1-2a+a^2)=8-4a .
\]
The dipole is non-zero and the same about every origin, as in (b). The second moment agrees with (c), since \(M_2(0)=9-1=8\) and \(2aM_1(0)=4a\). It vanishes at \(a=2\), the midpoint of the two charges, which is the value \(8/(2\cdot2)\) that (d) gives when the same numbers are read as rationals.

*In Lean.* In `dipole_witness` the labels are `Fin 2`, that is \(0\) and \(1\), the charges are `![1, -1]` and the positions `![3, 1]`, over \(\mathbb{Z}\) and for every integer \(a\). The proof expands the sums directly and does not call the earlier parts: `omega` reduces \(k<1\) to \(k=0\), `Fin.sum_univ_two` writes each moment as two terms, and `ring` performs the expansions above.

```lean
/-- Charges `+1` at `x = 3` and `-1` at `x = 1` have zero total charge, first moment `2` about
every origin `a`, and second moment `8 - 4a`. -/
theorem dipole_witness :
    LowerMomentsVanish (univ : Finset (Fin 2)) (![1, -1] : Fin 2 → ℤ) ![3, 1] 0 1 ∧
      ∀ a : ℤ, moment (univ : Finset (Fin 2)) ![1, -1] ![3, 1] a 1 = 2 ∧
        moment (univ : Finset (Fin 2)) ![1, -1] ![3, 1] a 2 = 8 - 4 * a := by
  refine ⟨fun k hk => ?_, fun a => ⟨?_, ?_⟩⟩
  · have hk0 : k = 0 := by omega
    subst hk0
    simp only [moment, Fin.sum_univ_two, Matrix.cons_val_zero, Matrix.cons_val_one]
    ring
  · simp only [moment, Fin.sum_univ_two, Matrix.cons_val_zero, Matrix.cons_val_one]
    ring
  · simp only [moment, Fin.sum_univ_two, Matrix.cons_val_zero, Matrix.cons_val_one]
    ring

end MultipoleOrigin
```

```lean
#print axioms MultipoleOrigin.leading_moment_origin_independent
#print axioms MultipoleOrigin.next_moment_eq_zero_iff
#print axioms MultipoleOrigin.origin_independent_iff
```

```
'MultipoleOrigin.leading_moment_origin_independent' depends on axioms: [propext, Classical.choice, Quot.sound]
'MultipoleOrigin.next_moment_eq_zero_iff' depends on axioms: [propext, Classical.choice, Quot.sound]
'MultipoleOrigin.origin_independent_iff' depends on axioms: [propext, Classical.choice, Quot.sound]
```
